# A metric with no nonzero null vectors is positive or negative definite

In a finite-dimensional complex space, let the squared length of a vector x in the metric S be the real part of x†Sx, where S is any complex square matrix, not necessarily Hermitian, and x need not be normalised. The theorem says that if no nonzero vector has squared length zero, then the squared lengths of all nonzero vectors are positive or all are negative. The attempt supposes otherwise and takes x with positive and y with negative squared length, so that the squared length of x + ty is a quadratic in the real number t with a real root. At that root the hypothesis forces x + ty = 0, so x = −ty, and the squared length of x is t² times that of y, which cannot be positive.

An attempt in Lean 4 with a fault in it:

```lean
import Mathlib

open Matrix

namespace DefiniteOfNoNull

noncomputable section

variable {n : Type*} [Fintype n] [DecidableEq n]

/-- The real part of `x† S x`, the squared length of `x` in the metric `S`. -/
def metricForm (S : Matrix n n ℂ) (x : n → ℂ) : ℝ := (star x ⬝ᵥ S *ᵥ x).re

omit [DecidableEq n] in
/-- If no nonzero vector has zero squared length in the metric `S`, then the squared lengths of
all nonzero vectors have the same sign. -/
theorem definite_of_no_null (S : Matrix n n ℂ) (h : ∀ x, x ≠ 0 → metricForm S x ≠ 0) :
    (∀ x, x ≠ 0 → 0 < metricForm S x) ∨ (∀ x, x ≠ 0 → metricForm S x < 0) := by
  by_contra hc
  simp only [not_or, not_forall, not_lt] at hc
  obtain ⟨⟨y, hy, hy'⟩, ⟨x, hx, hx'⟩⟩ := hc
  have hyn : metricForm S y < 0 := lt_of_le_of_ne hy' (h y hy)
  have hxp : 0 < metricForm S x := lt_of_le_of_ne hx' (h x hx).symm
  have hq : ∀ t : ℝ, metricForm S (x + (t : ℂ) • y) = metricForm S y * (t * t)
      + ((star x ⬝ᵥ S *ᵥ y).re + (star y ⬝ᵥ S *ᵥ x).re) * t + metricForm S x := by
    intro t
    simp [metricForm, Matrix.mulVec_add, Matrix.mulVec_smul]
    ring
  -- the squared length along the line `x + t y` has a real root
  obtain ⟨t, ht⟩ := exists_quadratic_eq_zero (a := metricForm S y)
    (b := (star x ⬝ᵥ S *ᵥ y).re + (star y ⬝ᵥ S *ᵥ x).re) (c := metricForm S x) hyn.ne
    ⟨√(discrim _ _ _), (Real.mul_self_sqrt (by
      unfold discrim
      nlinarith [sq_nonneg ((star x ⬝ᵥ S *ᵥ y).re + (star y ⬝ᵥ S *ᵥ x).re),
        mul_pos hxp (neg_pos.mpr hyn)])).symm⟩
  refine h (x + (t : ℂ) • y) (fun h0 => ?_) ((hq t).trans ht)
  have hxy : x = ((-t : ℝ) : ℂ) • y := by
    rw [eq_neg_of_add_eq_zero_left h0]
    simp
  have hs : metricForm S (((-t : ℝ) : ℂ) • y) = t * t * metricForm S y := by
    simp [metricForm, Matrix.mulVec_smul]
    ring
  rw [hxy, hs] at hxp
  nlinarith [mul_self_nonneg t]

end

end DefiniteOfNoNull
```

Lean reports:

```
Try this:
  [apply] ring_nf
  
  The `ring` tactic failed to close the goal. Use `ring_nf` to obtain a normal form.
    
  Note that `ring` works primarily in *commutative* rings. If you have a noncommutative ring, abelian group or module, consider using `noncomm_ring`, `abel` or `module` instead.
Main.lean:40:74: error: unsolved goals
n : Type u_1
inst✝ : Fintype n
S : Matrix n n ℂ
h : ∀ (x : n → ℂ), x ≠ 0 → metricForm S x ≠ 0
y : n → ℂ
hy : y ≠ 0
hy' : metricForm S y ≤ 0
x : n → ℂ
hx : x ≠ 0
hx' : 0 ≤ metricForm S x
hyn : metricForm S y < 0
hxp : 0 < metricForm S x
hq :
  ∀ (t : ℝ),
    metricForm S (x + ↑t • y) =
      metricForm S y * (t * t) + ((star x ⬝ᵥ S *ᵥ y).re + (star y ⬝ᵥ S *ᵥ x).re) * t + metricForm S x
t : ℝ
ht : metricForm S y * (t * t) + ((star x ⬝ᵥ S *ᵥ y).re + (star y ⬝ᵥ S *ᵥ x).re) * t + metricForm S x = 0
h0 : x + ↑t • y = 0
hxy : x = ↑(-t) • y
⊢ -(t * (star y ⬝ᵥ S *ᵥ -(t • y)).re) = t ^ 2 * (star y ⬝ᵥ S *ᵥ y).re
Main.lean:41:22: warning: This simp argument is unused:
  Matrix.mulVec_smul

Hint: Omit it from the simp argument list.
  [apply] simp [metricForm]

Note: This linter can be disabled with `set_option linter.unusedSimpArgs false`
```

The error is in `hs`, the scaling rule for the squared length, which was stated only for the factor `-t`. There `simp` turned `↑(-t) • y` into `-(t • y)`. `Matrix.mulVec_smul` takes a scalar out of `S *ᵥ (c • y)`, but the vector was now a negation, so the lemma did not match, and this is why the linter calls it unused. The goal was left with `S *ᵥ -(t • y)` on one side and `S *ᵥ y` on the other. `ring` does not use the linearity of `*ᵥ`, so it could not close the goal, and the suggested `ring_nf` would not help.

The repair states `hs` for every real `s`. With a plain variable there is no minus sign to pull out, so `Matrix.mulVec_smul` applies and `ring` finishes. The later `rw [hxy, hs]` then takes `s` to be `-t`.

The new hint to `nlinarith` gives it outright the product it needs, that `t * t` times minus the squared length of `y` is nonnegative. No message complained of the old hint, so this change is not part of the cure for the reported error.

After these edits no error is left:

```diff
@@ -38,9 +38,10 @@
     rw [eq_neg_of_add_eq_zero_left h0]
     simp
-  have hs : metricForm S (((-t : ℝ) : ℂ) • y) = t * t * metricForm S y := by
+  have hs : ∀ s : ℝ, metricForm S ((s : ℂ) • y) = s * s * metricForm S y := by
+    intro s
     simp [metricForm, Matrix.mulVec_smul]
     ring
   rw [hxy, hs] at hxp
-  nlinarith [mul_self_nonneg t]
+  nlinarith [mul_nonneg (mul_self_nonneg t) (neg_nonneg.mpr hyn.le)]
 
 end
```
